# The 0-0 Franck-Condon factor of two undisplaced harmonic surfaces is at most 1

When a vibronic spectrum is computed in the harmonic approximation for two surfaces with a common minimum, the 0-0 factor can be evaluated from the two sets of frequencies and the Duschinsky matrix, and then compared with 1. A value above 1 beyond rounding error means that the input or the code is wrong, because the squared overlap of two normalised states is at most 1 by the Cauchy-Schwarz inequality. For the Gaussian ground states considered here the bound also follows from a determinant inequality, which is the route taken below: for different real symmetric positive definite n × n matrices A and B,

    2ⁿ √(det A det B) < det(A + B),

while for A = B both sides equal 2ⁿ det A.

## Gaussian ground states and their overlap

Let x ∈ ℝⁿ be mass-weighted coordinates measured from the common minimum, with ħ = 1. A surface with potential ½ xᵀA²x has a Gaussian ground state with width matrix A, the positive square root of the mass-weighted Hessian. In Lean, x has type `Fin n → ℝ`, and `A.PosDef` says that A is symmetric with xᵀAx > 0 for every x ≠ 0. Physically, every vibrational direction is bound: there are no zero or imaginary frequencies.

```lean
import Mathlib

open Matrix MeasureTheory

namespace FranckCondonDuschinsky

noncomputable section

variable {n : ℕ} {A B : Matrix (Fin n) (Fin n) ℝ}
```

The normalised ground state is

    ψ_A(x) = (det A / πⁿ)^(1/4) exp(−xᵀAx / 2).

The code writes the fourth root as two nested square roots, `⬝ᵥ` for the dot product and `*ᵥ` for a matrix acting on a vector. This Gaussian is taken as the definition; it is not derived from the Schrödinger equation.

```lean
/-- The normalised Gaussian vibrational ground state with width matrix `A`, centred at the
origin, in mass-weighted coordinates with `ħ = 1`. -/
def groundState (A : Matrix (Fin n) (Fin n) ℝ) (x : Fin n → ℝ) : ℝ :=
  √(√(A.det / Real.pi ^ n)) * Real.exp (-(x ⬝ᵥ A *ᵥ x) / 2)
```

The 0-0 factor is the square of the overlap integral over all of ℝⁿ:

    F(A, B) = (∫ ψ_A(x) ψ_B(x) dx)².

It contains no electronic transition moment, and both Gaussians are centred at the origin, so a displacement between the minima is not covered.

```lean
/-- The 0-0 Franck-Condon factor: the squared overlap integral of two ground states. -/
def franckCondon (A B : Matrix (Fin n) (Fin n) ℝ) : ℝ :=
  (∫ x : Fin n → ℝ, groundState A x * groundState B x) ^ 2
```

## Coordinates that diagonalise both widths

Suppose VW = 1. If x ≠ 0, then Wx ≠ 0, and therefore

    xᵀ(WᵀBW)x = (Wx)ᵀB(Wx) > 0.

An invertible change of coordinates thus preserves positive definiteness. The proof obtains the injectivity of W by applying V to both sides of Wx = Wy.

```lean
/-- A positive definite matrix stays positive definite under an invertible linear change of
coordinates. -/
theorem posDef_congr (hB : B.PosDef) {W V : Matrix (Fin n) (Fin n) ℝ} (h : V * W = 1) :
    (Wᵀ * B * W).PosDef := by
  have hinj : Function.Injective W.mulVec := by
    intro x y hxy
    have h2 : V *ᵥ (W *ᵥ x) = V *ᵥ (W *ᵥ y) := congrArg (fun z => V *ᵥ z) hxy
    rwa [mulVec_mulVec, mulVec_mulVec, h, one_mulVec, one_mulVec] at h2
  have h3 := hB.conjTranspose_mul_mul_same hinj
  rwa [conjTranspose_eq_transpose_of_trivial] at h3
```

A single positive definite matrix has an orthonormal eigenbasis and positive eigenvalues:

    A = U diag(d) Uᵀ,  UUᵀ = 1,  dᵢ > 0.

Lean takes U and d from Mathlib's spectral theorem.

```lean
/-- A positive definite matrix is diagonalised by an orthogonal matrix, with positive
diagonal entries. -/
theorem exists_orthogonal_modes (hA : A.PosDef) :
    ∃ (U : Matrix (Fin n) (Fin n) ℝ) (d : Fin n → ℝ),
      U * Uᵀ = 1 ∧ (∀ i, 0 < d i) ∧ A = U * diagonal d * Uᵀ := by
  refine ⟨hA.isHermitian.eigenvectorUnitary, hA.isHermitian.eigenvalues, ?_,
    fun i => hA.eigenvalues_pos i, ?_⟩
  · have h := Matrix.mem_unitaryGroup_iff.mp hA.isHermitian.eigenvectorUnitary.2
    rwa [star_eq_conjTranspose, conjTranspose_eq_transpose_of_trivial] at h
  · have h := hA.isHermitian.spectral_theorem
    rw [Unitary.conjStarAlgAut_apply] at h
    exact h
```

For two matrices, first write A = U diag(a) Uᵀ and set C = diag(√a) Uᵀ, so that A = CᵀC. In the coordinates Cx the first width is the identity and the second is

    S = (C⁻¹)ᵀ B C⁻¹.

S is positive definite by the congruence lemma, so S = V diag(d) Vᵀ with V orthogonal and all dᵢ > 0. With P = VᵀC,

    PᵀP = CᵀVVᵀC = A,
    Pᵀ diag(d) P = CᵀSC = B.

Since (det P)² = det A > 0, P is invertible. It is generally not orthogonal, so the coordinates Px need not be normal coordinates of either surface. The `calc` blocks carry out these two matrix computations.

```lean
/-- Two positive definite width matrices can be brought to diagonal form by one common linear
change of coordinates, in which the first becomes the identity. -/
theorem exists_common_modes (hA : A.PosDef) (hB : B.PosDef) :
    ∃ (P : Matrix (Fin n) (Fin n) ℝ) (d : Fin n → ℝ),
      P.det ≠ 0 ∧ (∀ i, 0 < d i) ∧ A = Pᵀ * P ∧ B = Pᵀ * diagonal d * P := by
  have hne : ∀ Q : Matrix (Fin n) (Fin n) ℝ, A = Qᵀ * Q → Q.det ≠ 0 := by
    intro Q hQ h
    have h2 := hA.det_pos
    rw [hQ, det_mul, h, mul_zero] at h2
    exact lt_irrefl _ h2
  obtain ⟨U, a, -, ha, hAU⟩ := exists_orthogonal_modes hA
  -- a square root of `A`
  obtain ⟨C, hC⟩ : ∃ C : Matrix (Fin n) (Fin n) ℝ, A = Cᵀ * C := by
    refine ⟨diagonal (fun i => √(a i)) * Uᵀ, ?_⟩
    have hD : diagonal (fun i => √(a i)) * diagonal (fun i => √(a i)) = diagonal a := by
      rw [diagonal_mul_diagonal]
      exact congrArg diagonal (funext fun i => Real.mul_self_sqrt (ha i).le)
    rw [hAU, ← hD]
    simp only [transpose_mul, transpose_transpose, diagonal_transpose, Matrix.mul_assoc]
  have hu : IsUnit C.det := isUnit_iff_ne_zero.mpr (hne C hC)
  have hW : C⁻¹ * C = 1 := nonsing_inv_mul C hu
  -- diagonalise `B` in the coordinates where `A` is the identity
  obtain ⟨V, d, hV, hd, hS⟩ := exists_orthogonal_modes (posDef_congr hB (mul_nonsing_inv C hu))
  have hP : A = (Vᵀ * C)ᵀ * (Vᵀ * C) := by
    calc A = Cᵀ * (V * Vᵀ) * C := by rw [hV, Matrix.mul_one, hC]
      _ = _ := by simp only [transpose_mul, transpose_transpose, Matrix.mul_assoc]
  refine ⟨Vᵀ * C, d, hne _ hP, hd, hP, ?_⟩
  calc B = (C⁻¹ * C)ᵀ * B * (C⁻¹ * C) := by
        rw [hW, transpose_one, Matrix.one_mul, Matrix.mul_one]
    _ = Cᵀ * ((C⁻¹)ᵀ * B * C⁻¹) * C := by simp only [transpose_mul, Matrix.mul_assoc]
    _ = Cᵀ * (V * diagonal d * Vᵀ) * C := by rw [hS]
    _ = _ := by simp only [transpose_mul, transpose_transpose, Matrix.mul_assoc]
```

## The determinant inequality, mode by mode

In the common coordinates,

    det A = (det P)²,
    det B = (det P)² ∏ᵢ dᵢ,
    det(A + B) = (det P)² ∏ᵢ (1 + dᵢ).

Hence √(det A det B) = (det P)² ∏ᵢ √dᵢ, and it remains to compare 2√dᵢ with 1 + dᵢ in each factor:

    1 + dᵢ − 2√dᵢ = (√dᵢ − 1)² ≥ 0.

If A ≠ B, some dⱼ differs from 1, since otherwise B = PᵀP = A. That factor is strictly larger, and because all factors are positive, so is the product. In the proof, `hdet` and `hs` are the determinant formulas, `nlinarith` uses the square above, and `Finset.prod_lt_prod` passes from the factors to the product.

```lean
/-- For two different positive definite matrices, `2ⁿ √(det A det B)` is strictly smaller than
`det (A + B)`. -/
theorem det_add_strict (hA : A.PosDef) (hB : B.PosDef) (hAB : A ≠ B) :
    2 ^ n * √(A.det * B.det) < (A + B).det := by
  obtain ⟨P, d, hP, hd, hA', hB'⟩ := exists_common_modes hA hB
  have hc : 0 < P.det ^ 2 := by positivity
  have hsum : A + B = Pᵀ * diagonal (fun i => 1 + d i) * P := by
    have h1 : diagonal (fun i => 1 + d i) = 1 + diagonal d := by
      rw [← diagonal_one, diagonal_add]
    rw [h1, hA', hB', Matrix.mul_add, Matrix.add_mul, Matrix.mul_one]
  have hdet : (A + B).det = P.det ^ 2 * ∏ i, (1 + d i) := by
    rw [hsum, det_mul, det_mul, det_transpose, det_diagonal]
    ring
  have hs : √(A.det * B.det) = P.det ^ 2 * ∏ i, √(d i) := by
    have h1 : (∏ i, √(d i)) ^ 2 = ∏ i, d i := by
      rw [← Finset.prod_pow]
      exact Finset.prod_congr rfl fun i _ => Real.sq_sqrt (hd i).le
    have h2 : A.det * B.det = (P.det ^ 2 * ∏ i, √(d i)) ^ 2 := by
      rw [mul_pow, h1, hA', hB']
      simp only [det_mul, det_transpose, det_diagonal]
      ring
    rw [h2, Real.sqrt_sq (by positivity)]
  obtain ⟨j, hj⟩ : ∃ j, d j ≠ 1 := by
    by_contra! h
    apply hAB
    rw [hA', hB', show d = fun _ => 1 from funext h, diagonal_one, Matrix.mul_one]
  -- arithmetic-geometric mean inequality, mode by mode
  have hprod : ∏ i, (2 * √(d i)) < ∏ i, (1 + d i) := by
    refine Finset.prod_lt_prod (fun i _ => mul_pos two_pos (Real.sqrt_pos.mpr (hd i)))
      (fun i _ => ?_) ⟨j, Finset.mem_univ j, ?_⟩
    · nlinarith [sq_nonneg (√(d i) - 1), Real.sq_sqrt (hd i).le]
    · have h1 : √(d j) - 1 ≠ 0 := by
        intro h
        apply hj
        rw [← Real.sq_sqrt (hd j).le, sub_eq_zero.mp h, one_pow]
      have h2 : 0 < (√(d j) - 1) ^ 2 := by positivity
      nlinarith [Real.sq_sqrt (hd j).le]
  rw [Finset.prod_mul_distrib, Finset.prod_const, Finset.card_univ, Fintype.card_fin] at hprod
  rw [hs, hdet]
  calc 2 ^ n * (P.det ^ 2 * ∏ i, √(d i)) = P.det ^ 2 * (2 ^ n * ∏ i, √(d i)) := by ring
    _ < _ := mul_lt_mul_of_pos_left hprod hc
```

## The Gaussian integral in n dimensions

Write A = PᵀP and substitute y = Px. Then xᵀAx = ∑ᵢ yᵢ² and dy = |det P| dx, so

    ∫ exp(−xᵀAx) dx = |det P|⁻¹ ∏ᵢ ∫ exp(−yᵢ²) dyᵢ
                    = (√π)ⁿ / |det P|
                    = √(πⁿ / det A).

Lean obtains P by applying the two-matrix lemma to A and A. The equation `key` is the change of variables with its Jacobian, and `hone` is the factorisation into one-dimensional Gaussians.

```lean
/-- The Gaussian integral in `n` dimensions for a positive definite quadratic form. -/
theorem gaussian_integral (hA : A.PosDef) :
    ∫ x : Fin n → ℝ, Real.exp (-(x ⬝ᵥ A *ᵥ x)) = √(Real.pi ^ n / A.det) := by
  obtain ⟨P, -, hP, -, hA', -⟩ := exists_common_modes hA hA
  have hq : ∀ x : Fin n → ℝ, x ⬝ᵥ A *ᵥ x = ∑ i, (P *ᵥ x) i ^ 2 := by
    intro x
    rw [hA', ← mulVec_mulVec, dotProduct_mulVec, vecMul_transpose]
    simp only [dotProduct, sq]
  -- change of variables `y = P x`
  have hf : Continuous (fun y : Fin n → ℝ => Real.exp (-∑ i, y i ^ 2)) := by fun_prop
  have hφ : Continuous (Matrix.toLin' P) := LinearMap.continuous_of_finiteDimensional _
  have key := integral_map (μ := (volume : Measure (Fin n → ℝ)))
    hφ.measurable.aemeasurable hf.aestronglyMeasurable
  rw [Real.map_matrix_volume_pi_eq_smul_volume_pi hP, integral_smul_measure,
    ENNReal.toReal_ofReal (abs_nonneg _), smul_eq_mul] at key
  simp only [Matrix.toLin'_apply] at key
  -- the integral factorises into one-dimensional Gaussians
  have hone : ∫ y : Fin n → ℝ, Real.exp (-∑ i, y i ^ 2) = √Real.pi ^ n := by
    have h1 : ∀ y : Fin n → ℝ, Real.exp (-∑ i, y i ^ 2) = ∏ i, Real.exp (-1 * y i ^ 2) := by
      intro y
      rw [← Real.exp_sum, ← Finset.mul_sum, neg_one_mul]
    simp_rw [h1]
    have h2 := integral_fintype_prod_volume_eq_pow (ι := Fin n)
      (fun t : ℝ => Real.exp (-1 * t ^ 2))
    rw [integral_gaussian, div_one, Fintype.card_fin] at h2
    exact h2
  have hpi : √(Real.pi ^ n) = √Real.pi ^ n := by
    have h1 : Real.pi ^ n = (√Real.pi ^ n) ^ 2 := by
      rw [← pow_mul, mul_comm n 2, pow_mul, Real.sq_sqrt Real.pi_pos.le]
    rw [h1, Real.sqrt_sq (by positivity)]
  simp_rw [hq]
  rw [← key, hone, hA', det_mul, det_transpose, Real.sqrt_div (by positivity),
    Real.sqrt_mul_self_eq_abs, hpi, abs_inv, div_eq_mul_inv, mul_comm]
```

Squaring the ground state doubles its exponent, which gives exactly this integral:

    ∫ ψ_A(x)² dx = √(det A / πⁿ) √(πⁿ / det A) = 1.

```lean
/-- The ground state is normalised: its square integrates to one. -/
theorem groundState_normalised (hA : A.PosDef) :
    ∫ x : Fin n → ℝ, groundState A x ^ 2 = 1 := by
  have hd := hA.det_pos
  have hp : 0 < Real.pi ^ n := by positivity
  have h : ∀ x : Fin n → ℝ, groundState A x ^ 2
      = √(A.det / Real.pi ^ n) * Real.exp (-(x ⬝ᵥ A *ᵥ x)) := by
    intro x
    rw [groundState, mul_pow, Real.sq_sqrt (Real.sqrt_nonneg _), sq (Real.exp _),
      ← Real.exp_add, add_halves]
  simp_rw [h]
  rw [integral_const_mul, gaussian_integral hA, ← Real.sqrt_mul (by positivity),
    div_mul_div_cancel₀ hp.ne', div_self hd.ne', Real.sqrt_one]
```

## The overlap in closed form

The product of the two ground states is again a Gaussian, and its exponent contains the mean M = (A + B)/2 of the two width matrices:

    ψ_A(x) ψ_B(x) = (det A det B / π²ⁿ)^(1/4) exp(−xᵀMx).

Integrating, squaring and using det M = 2⁻ⁿ det(A + B) gives

    F(A, B) = (√(det A det B) / πⁿ) · (πⁿ / det M)
            = 2ⁿ √(det A det B) / det(A + B).

In the proof, `h` is the product formula and `h1` combines the two normalisation constants; `field_simp` cancels the remaining powers of π and 2.

```lean
/-- For positive definite `A` and `B`, the squared overlap integral equals `2ⁿ √(det A det B) / det
(A + B)`. -/
theorem franckCondon_eq (hA : A.PosDef) (hB : B.PosDef) :
    franckCondon A B = 2 ^ n * √(A.det * B.det) / (A + B).det := by
  have ha := hA.det_pos
  have hb := hB.det_pos
  have hab := (hA.add hB).det_pos
  have hp : 0 < Real.pi ^ n := by positivity
  have hM : ((1 / 2 : ℝ) • (A + B)).PosDef := (hA.add hB).smul (by norm_num)
  -- the product of two Gaussians is a Gaussian with the mean width matrix
  have h : ∀ x : Fin n → ℝ, groundState A x * groundState B x
      = √(√(A.det / Real.pi ^ n)) * √(√(B.det / Real.pi ^ n))
        * Real.exp (-(x ⬝ᵥ ((1 / 2 : ℝ) • (A + B)) *ᵥ x)) := by
    intro x
    have he : -(x ⬝ᵥ ((1 / 2 : ℝ) • (A + B)) *ᵥ x)
        = -(x ⬝ᵥ A *ᵥ x) / 2 + -(x ⬝ᵥ B *ᵥ x) / 2 := by
      rw [smul_mulVec, dotProduct_smul, add_mulVec, dotProduct_add, smul_eq_mul]
      ring
    rw [he, Real.exp_add, groundState, groundState]
    ring
  have h1 : √(A.det / Real.pi ^ n) * √(B.det / Real.pi ^ n)
      = √(A.det * B.det) / Real.pi ^ n := by
    rw [← Real.sqrt_mul (by positivity), div_mul_div_comm, Real.sqrt_div (by positivity),
      Real.sqrt_mul_self hp.le]
  unfold franckCondon
  simp_rw [h]
  rw [integral_const_mul, gaussian_integral hM, mul_pow, mul_pow,
    Real.sq_sqrt (Real.sqrt_nonneg _), Real.sq_sqrt (Real.sqrt_nonneg _), h1,
    Real.sq_sqrt (div_nonneg hp.le hM.det_pos.le), det_smul, Fintype.card_fin, one_div, inv_pow]
  field_simp
```

## When the factor reaches 1

If A = B, the overlap is the normalisation integral and F = 1. If A ≠ B, the closed form and the strict determinant inequality give F < 1. The theorem therefore states both the bound and its equality case: the factor is 1 exactly when the two width matrices coincide. The Lean proof makes the same distinction with `by_cases`.

```lean
/-- The 0-0 Franck-Condon factor of two undisplaced harmonic surfaces never exceeds one, and it
equals one exactly when the two width matrices coincide. -/
theorem franckCondon_le_one (hA : A.PosDef) (hB : B.PosDef) :
    franckCondon A B ≤ 1 ∧ (franckCondon A B = 1 ↔ A = B) := by
  by_cases hAB : A = B
  · subst hAB
    have h : franckCondon A A = 1 := by
      unfold franckCondon
      simp_rw [← sq]
      rw [groundState_normalised hA, one_pow]
    exact ⟨h.le, fun _ => rfl, fun _ => h⟩
  · have h : franckCondon A B < 1 := by
      rw [franckCondon_eq hA hB, div_lt_one (hA.add hB).det_pos]
      exact det_add_strict hA hB hAB
    exact ⟨h.le, fun h1 => absurd h1 h.ne, fun h1 => absurd h1 hAB⟩
```

## Frequencies and Duschinsky mixing

Let x now be the normal coordinates of the first surface, with frequencies ωᵢ > 0, and let Jx be those of the second, with frequencies ω′ᵢ > 0. The widths are

    A = diag(ω),  B = Jᵀ diag(ω′) J.

The hypothesis `Jᵀ * J = 1` says that J is orthogonal: both sets of normal coordinates are orthonormal in the same mass-weighted space. Then (det J)² = 1, so det B = ∏ᵢ ω′ᵢ, and

    F = 2ⁿ √(∏ᵢ ωᵢ · ∏ᵢ ω′ᵢ) / det(diag(ω) + Jᵀ diag(ω′) J) ≤ 1.

The mixing enters only through the determinant in the denominator. In Lean, `hd` is the condition on det J, and the bound is inherited from the general theorem.

```lean
/-- For positive normal-mode frequencies `ω` and `ω'` and an orthogonal Duschinsky matrix `J`, the
0-0 factor has a closed form in the frequencies and `J`, and is at most one. -/
theorem franckCondon_duschinsky {ω ω' : Fin n → ℝ} (hω : ∀ i, 0 < ω i) (hω' : ∀ i, 0 < ω' i)
    {J : Matrix (Fin n) (Fin n) ℝ} (hJ : Jᵀ * J = 1) :
    franckCondon (diagonal ω) (Jᵀ * diagonal ω' * J)
        = 2 ^ n * √((∏ i, ω i) * ∏ i, ω' i) / (diagonal ω + Jᵀ * diagonal ω' * J).det ∧
      franckCondon (diagonal ω) (Jᵀ * diagonal ω' * J) ≤ 1 := by
  have hA : (diagonal ω).PosDef := Matrix.PosDef.diagonal hω
  have hB : (Jᵀ * diagonal ω' * J).PosDef := posDef_congr (Matrix.PosDef.diagonal hω') hJ
  have hd : J.det * J.det = 1 := by
    have h := congrArg Matrix.det hJ
    rwa [det_mul, det_transpose, det_one] at h
  have hdet : (Jᵀ * diagonal ω' * J).det = ∏ i, ω' i := by
    rw [det_mul, det_mul, det_transpose, det_diagonal]
    linear_combination (∏ i, ω' i) * hd
  refine ⟨?_, (franckCondon_le_one hA hB).1⟩
  rw [franckCondon_eq hA hB, hdet, det_diagonal]

end

end FranckCondonDuschinsky
```

Without orthogonality the frequency formula can fail, and one mode is enough to show it. Take ω = ω′ = 1 and J = 1/2. Then A = 1 and B = 1/4, and the formula with the frequency products gives

    2 · √(1 · 1) / (1 + 1/4) = 8/5,

which is impossible for a squared overlap of normalised states. The squared overlap of the two normalised Gaussians with these widths A and B has det B = 1/4 in the numerator:

    2 · √(1 · 1/4) / (1 + 1/4) = 4/5.

When the factor is evaluated from the formula with the frequency products, a Duschinsky matrix that has lost its orthogonality can thus show up as a value above 1, although a value below 1 does not show that J is orthogonal. The closed form with det B = (det J)² ∏ᵢ ω′ᵢ under the root stays at most 1 for every invertible J.

```lean
#print axioms FranckCondonDuschinsky.franckCondon_le_one
#print axioms FranckCondonDuschinsky.franckCondon_duschinsky
```

```
'FranckCondonDuschinsky.franckCondon_le_one' depends on axioms: [propext, Classical.choice, Quot.sound]
'FranckCondonDuschinsky.franckCondon_duschinsky' depends on axioms: [propext, Classical.choice, Quot.sound]
```
